# In finite dimension, a state of given m orthogonal to all states of that m killed by J₊ is a lowered state

On a finite-dimensional complex inner product space, let `Jz`, `Jp` and `Jm` obey the ladder relations of angular momentum with ħ = 1, with `Jm` adjoint to `Jp`. The theorem says that if `Jz v = m v` for a real m, and v is orthogonal to every w with `Jz w = m w` and `Jp w = 0`, then v = `Jm u` for some u with `Jz u = (m + 1) u`. The vectors need not be normalised: between normalised states, lowering |j, m+1⟩ gives √((j−m)(j+m+1)) |j, m⟩, and here u absorbs that factor. The proof splits v into a lowered part `Jm u` and a remainder w orthogonal to all states lowered from eigenvalue m + 1, then shows that `Jp` kills w, so that w is orthogonal to v and hence zero.

Lean 4 with Mathlib refuses this proof:

```lean
import Mathlib

open scoped InnerProductSpace

namespace ExistsLowered

noncomputable section

variable {V : Type*} [NormedAddCommGroup V] [InnerProductSpace ℂ V]

/-- The ladder relations of angular momentum (with ħ = 1), with the lowering operator
adjoint to the raising operator. -/
structure IsAngularMomentum (Jz Jp Jm : V →ₗ[ℂ] V) : Prop where
  raise : ∀ v, Jz (Jp v) - Jp (Jz v) = Jp v
  lower : ∀ v, Jz (Jm v) - Jm (Jz v) = -Jm v
  comm : ∀ v, Jp (Jm v) - Jm (Jp v) = (2 : ℂ) • Jz v
  adj : ∀ u w, ⟪Jp u, w⟫_ℂ = ⟪u, Jm w⟫_ℂ

variable {Jz Jp Jm : V →ₗ[ℂ] V} {m : ℝ}

/-- The raising operator is adjoint to the lowering operator. -/
lemma IsAngularMomentum.adj' (h : IsAngularMomentum Jz Jp Jm) (u w : V) :
    ⟪Jm u, w⟫_ℂ = ⟪u, Jp w⟫_ℂ := by
  rw [← inner_conj_symm (Jm u) w, ← h.adj, inner_conj_symm]

/-- In finite dimension, a state with `Jz v = m v` that is orthogonal to all states of the
same `m` killed by `J₊` is obtained by lowering a state of eigenvalue `m + 1`. -/
theorem exists_lowered [FiniteDimensional ℂ V] (h : IsAngularMomentum Jz Jp Jm) {v : V}
    (hv : Jz v = (m : ℂ) • v)
    (horth : ∀ w, Jz w = (m : ℂ) • w → Jp w = 0 → ⟪w, v⟫_ℂ = 0) :
    ∃ u, Jz u = ((m + 1 : ℝ) : ℂ) • u ∧ Jm u = v := by
  -- split v into a lowered part and a remainder w orthogonal to all lowered states
  obtain ⟨s, hs, w, hw, hsum⟩ := Submodule.exists_add_mem_mem_orthogonal
    ((Module.End.eigenspace Jz ((m + 1 : ℝ) : ℂ)).map Jm) v
  obtain ⟨u, hu, rfl⟩ := hs
  have hu' := Module.End.mem_eigenspace_iff.mp hu
  have hz : Jz (Jm u) = (m : ℂ) • Jm u := by
    have a := h.lower u
    rw [hu', map_smul] at a
    push_cast at a
    linear_combination (norm := module) a
  have hwv : w = v - Jm u := by
    rw [hsum]
    abel
  have hw' : Jz w = (m : ℂ) • w := by
    rw [hwv, map_sub, hv, hz, smul_sub]
  have hr : Jz (Jp w) = ((m + 1 : ℝ) : ℂ) • Jp w := by
    have a := h.raise w
    rw [hw', map_smul] at a
    push_cast
    linear_combination (norm := module) a
  -- the remainder is killed by J₊, hence orthogonal to v, hence zero
  have hperp : ⟪Jm (Jp w), w⟫_ℂ = 0 := Submodule.inner_right_of_mem_orthogonal
    (Submodule.mem_map_of_mem (Module.End.mem_eigenspace_iff.mpr hr)) hw
  rw [h.adj'] at hperp
  have hp : Jp w = 0 := inner_self_eq_zero.mp hperp
  have h1 := horth w hw' hp
  rw [hsum, inner_add_right, ← h.adj, hp, inner_zero_left, zero_add] at h1
  have hw0 : w = 0 := inner_self_eq_zero.mp h1
  exact ⟨u, hu', by rw [hsum, hw0, add_zero]⟩

end

end ExistsLowered
```

Messages:

```
Main.lean:33:33: error: Function expected at
  Submodule.exists_add_mem_mem_orthogonal (Submodule.map Jm (Module.End.eigenspace Jz ↑(m + 1)))
but this term has type
  ∃ y ∈ ?m.80, ∃ z ∈ ?m.80ᗮ, Submodule.map Jm (Module.End.eigenspace Jz ↑(m + 1)) = y + z

Note: Expected a function because this term is being applied to the argument
  v
Main.lean:33:9: error: Tactic `rcases` failed: `x✝ : ?m.106` is not an inductive datatype
```

Cause. The lemma `Submodule.exists_add_mem_mem_orthogonal` takes the vector as its explicit argument and leaves the subspace to be inferred. The attempt passed the subspace first, so Lean took it for the vector to be split: the type in the first message ends in `Submodule.map Jm (...) = y + z`, with the real subspace still unknown, as `?m.80`. What the lemma then gives is an existence statement, not a function, so it can't be applied to the further argument `v`. The second message follows from the first: with no usable type for the term, `rcases` had nothing to take apart.

The repair passes only `v` and states the expected result after the colon in `obtain`. Matching the lemma against that statement tells Lean that the subspace is `S`. The `let` only gives the subspace a short name, and `Submodule.orthogonal S` is the written-out form of `Sᗮ`.

The change, after which it compiles:

```diff
@@ -31,6 +31,7 @@
     ∃ u, Jz u = ((m + 1 : ℝ) : ℂ) • u ∧ Jm u = v := by
   -- split v into a lowered part and a remainder w orthogonal to all lowered states
-  obtain ⟨s, hs, w, hw, hsum⟩ := Submodule.exists_add_mem_mem_orthogonal
-    ((Module.End.eigenspace Jz ((m + 1 : ℝ) : ℂ)).map Jm) v
+  let S : Submodule ℂ V := (Module.End.eigenspace Jz ((m + 1 : ℝ) : ℂ)).map Jm
+  obtain ⟨s, hs, w, hw, hsum⟩ : ∃ y ∈ S, ∃ z ∈ Submodule.orthogonal S, v = y + z :=
+    Submodule.exists_add_mem_mem_orthogonal v
   obtain ⟨u, hu, rfl⟩ := hs
   have hu' := Module.End.mem_eigenspace_iff.mp hu
```
